# Image charges give a metal sphere of prescribed net charge a constant surface potential

## The sphere as a set of point charges

The metal sphere enters here through a formula for its potential, not as the solution of a boundary-value problem. Its response to external point charges is represented by one image charge per source and one charge at the centre, which fixes the net charge. That this is the field outside a perfect conductor follows from the uniqueness theorem of three-dimensional electrostatics, which is taken as background.

Let the sphere have radius $R>0$ and centre at the origin, and let charges $q_i$ sit at $a_i$ with $\|a_i\|>R$. A charge $q$ has potential $q/r$ at distance $r$. The images are

$$q_i'=-\frac{q_iR}{\|a_i\|}\quad\text{at}\quad b_i=\frac{R^2}{\|a_i\|^2}\,a_i .$$

For net charge $Q$, the centre carries $Q-\sum_i q_i'$. An isolated neutral particle has $Q=0$.

## The surface potential

For $\|x\|=R$, expanding the square gives

$$\|x-b_i\|^2=R^2-\frac{2R^2}{\|a_i\|^2}\langle x,a_i\rangle+\frac{R^4}{\|a_i\|^2}=\frac{R^2}{\|a_i\|^2}\|x-a_i\|^2 .$$

So $\|x-b_i\|=(R/\|a_i\|)\,\|x-a_i\|$. Since $\|x\|<\|a_i\|$, we have $x\ne a_i$, both distances are positive, and no term is singular. Each image cancels its source:

$$\frac{q_i'}{\|x-b_i\|}=-\frac{q_i}{\|x-a_i\|}.$$

Only the central charge remains, and the total potential on the surface is

$$\frac1R\Big(Q+R\sum_i\frac{q_i}{\|a_i\|}\Big)=\sum_i\frac{q_i}{\|a_i\|}+\frac QR .$$

For one charge $q$ at $a$ and $Q=0$ this is $q/\|a\|$. Setting the general surface potential equal to a voltage $V$, measured relative to infinity, and solving for $Q$ gives $Q=R\,(V-\sum_i q_i/\|a_i\|)$.

## The image charge is forced

Take one external charge, put an unknown charge $p$ at its image point $b$ and $-p$ at the centre. By the distance relation, the surface potential is

$$\frac{K}{\|x-a\|}-\frac pR,\qquad K=q+\frac{p\|a\|}{R}.$$

If it is constant, compare the poles $x=\pm(R/\|a\|)a$, at distances $\|a\|\mp R$ from the source. Then $K/(\|a\|-R)=K/(\|a\|+R)$, so $2RK=0$ and $K=0$. Hence $p=-qR/\|a\|$ and $V=-p/R=q/\|a\|$. Conversely, these values make $K=0$ and the potential constant.

## The charge seen from afar

The triangle inequality gives, for any fixed $b$ and $x\neq b$,

$$1-\frac{\|b\|}{\|x-b\|}\le\frac{\|x\|}{\|x-b\|}\le1+\frac{\|b\|}{\|x-b\|},$$

so the ratio tends to 1 far away. Thus $\|x\|$ times the particle's own potential tends to $\sum_i q_i'+(Q-\sum_i q_i')=Q$.

## In a simulation

For classical charges near an idealised spherical metal nanoparticle in vacuum, a program based on this model can update $b_i$, $q_i'$ and, at fixed net charge, the central charge when the external charges move. With $q=1$ at distance $2R$ and $Q=0$, it places $-1/2$ at distance $R/2$ and $+1/2$ at the centre; the surface potential is $1/(2R)$. At fixed net charge the central charge varies with the configuration. At fixed voltage it stays at $RV$, while $Q$ varies.

## Reading the Lean statements

`E` is a real inner-product space of any dimension, though $1/r$ is the Coulomb potential only in three. The finite type `ι` labels the external charges and may be empty. `particlePotential` is the sphere's own contribution; `totalPotential` adds the sources. The surface is the condition `‖x‖ = R`.

`surface_potential` states both the absence of singularities and the constant value. `neutral_sphere_iff` determines $p$ and $V$ within the two-charge ansatz only. `charge_at_voltage` assumes `Nontrivial E`, which guarantees that the surface has a point. In `monopole_limit`, `Bornology.cobounded E` expresses $\|x\|\to\infty$.

The model leaves out atomic structure, electron spill-out and periodic copies, and the statements concern potentials, not energies or forces.

```lean
import Mathlib

open Filter Topology

namespace IsolatedMetalSphere

noncomputable section

variable {E : Type*} [NormedAddCommGroup E] [InnerProductSpace ℝ E]
variable {ι : Type*} [Fintype ι]

/-- The inverse point of `a` in the sphere of radius `R` about the origin, for `a ≠ 0`. -/
def imagePoint (R : ℝ) (a : E) : E := (R ^ 2 / ‖a‖ ^ 2) • a

/-- The image charge belonging to a charge `q` at `a ≠ 0`. -/
def imageCharge (R q : ℝ) (a : E) : ℝ := -(q * R / ‖a‖)

/-- The potential of a metal sphere of radius `R > 0` and net charge `Q`, at a point `x` on or
outside the sphere, near charges `q i` at `a i` with `‖a i‖ > R`. It is written with image charges
and a central charge that brings their sum to `Q`. -/
def particlePotential (R Q : ℝ) (q : ι → ℝ) (a : ι → E) (x : E) : ℝ :=
  ∑ i, imageCharge R (q i) (a i) / ‖x - imagePoint R (a i)‖
    + (Q - ∑ i, imageCharge R (q i) (a i)) / ‖x‖

/-- The potential of the external charges and the metal sphere together, for `R > 0`, `‖a i‖ > R`
and `x` on or outside the sphere, away from the external charges. -/
def totalPotential (R Q : ℝ) (q : ι → ℝ) (a : ι → E) (x : E) : ℝ :=
  ∑ i, q i / ‖x - a i‖ + particlePotential R Q q a x

/-- From any point of the sphere, the distance to the image point is `R / ‖a‖` times the
distance to the source `a ≠ 0`. -/
theorem norm_sub_imagePoint {R : ℝ} {a x : E} (ha : a ≠ 0) (hx : ‖x‖ = R) :
    ‖x - imagePoint R a‖ = R / ‖a‖ * ‖x - a‖ := by
  have hR : 0 ≤ R := hx ▸ norm_nonneg x
  have hc : R ^ 2 / ‖a‖ ^ 2 * ‖a‖ ^ 2 = R ^ 2 :=
    div_mul_cancel₀ _ (pow_ne_zero 2 (norm_ne_zero_iff.2 ha))
  -- compare the squared distances
  have h : ‖x - imagePoint R a‖ ^ 2 = (R / ‖a‖ * ‖x - a‖) ^ 2 := by
    rw [mul_pow, imagePoint, norm_sub_sq_real, norm_sub_sq_real, real_inner_smul_right,
      norm_smul, Real.norm_eq_abs, mul_pow, sq_abs, hx, div_pow]
    linear_combination (R ^ 2 / ‖a‖ ^ 2 - 1) * hc
  exact (sq_eq_sq₀ (norm_nonneg _)
    (mul_nonneg (div_nonneg hR (norm_nonneg _)) (norm_nonneg _))).1 h

/-- For a charge outside a sphere of positive radius, neither the charge nor its image lies
on the surface. -/
theorem surface_free_of_charges {R : ℝ} {a x : E} (hR : 0 < R) (ha : R < ‖a‖)
    (hx : ‖x‖ = R) : x ≠ a ∧ x ≠ imagePoint R a := by
  have hd : 0 < ‖a‖ := hR.trans ha
  have hxa : x ≠ a := by
    intro h
    rw [h] at hx
    linarith
  refine ⟨hxa, fun h => ?_⟩
  have h1 := norm_sub_imagePoint (norm_pos_iff.1 hd) hx
  have h2 : 0 < R / ‖a‖ * ‖x - a‖ :=
    mul_pos (div_pos hR hd) (norm_pos_iff.2 (sub_ne_zero.2 hxa))
  rw [← h1, norm_pos_iff] at h2
  exact h2 (sub_eq_zero.2 h)

/-- With all external charges outside a metal sphere of radius `R > 0` and net charge `Q`,
no charge or image lies on the surface, and the potential there is the constant
`∑ q i / ‖a i‖ + Q / R`. -/
theorem surface_potential {R : ℝ} (Q : ℝ) (q : ι → ℝ) {a : ι → E} {x : E}
    (hR : 0 < R) (ha : ∀ i, R < ‖a i‖) (hx : ‖x‖ = R) :
    (∀ i, x ≠ a i ∧ x ≠ imagePoint R (a i)) ∧
      totalPotential R Q q a x = ∑ i, q i / ‖a i‖ + Q / R := by
  refine ⟨fun i => surface_free_of_charges hR (ha i) hx, ?_⟩
  -- each image cancels its source on the surface
  have h1 : ∑ i, imageCharge R (q i) (a i) / ‖x - imagePoint R (a i)‖
      = -∑ i, q i / ‖x - a i‖ := by
    rw [← Finset.sum_neg_distrib]
    refine Finset.sum_congr rfl fun i _ => ?_
    have hd : 0 < ‖a i‖ := hR.trans (ha i)
    have hs : ‖x - a i‖ ≠ 0 :=
      norm_ne_zero_iff.2 (sub_ne_zero.2 (surface_free_of_charges hR (ha i) hx).1)
    rw [norm_sub_imagePoint (norm_pos_iff.1 hd) hx, imageCharge]
    field_simp
  -- the central charge is what remains
  have h2 : ∑ i, imageCharge R (q i) (a i) = -(R * ∑ i, q i / ‖a i‖) := by
    rw [Finset.mul_sum, ← Finset.sum_neg_distrib]
    refine Finset.sum_congr rfl fun i _ => ?_
    unfold imageCharge
    ring
  have h3 : ∀ S : ℝ, (Q - -(R * S)) / R = S + Q / R := fun S => by
    rw [sub_neg_eq_add, add_div, mul_div_cancel_left₀ _ hR.ne', add_comm]
  rw [totalPotential, particlePotential, h1, h2, hx, h3]
  ring

/-- Put a charge `p` at the image point of an external charge `q` and `-p` at the centre of
a sphere of radius `R > 0`. The surface is at constant potential `V` exactly when
`p = -q R / ‖a‖` and `V = q / ‖a‖`. -/
theorem neutral_sphere_iff {R : ℝ} {a : E} (q p V : ℝ) (hR : 0 < R) (ha : R < ‖a‖) :
    (∀ x : E, ‖x‖ = R → q / ‖x - a‖ + p / ‖x - imagePoint R a‖ + (-p) / ‖x‖ = V) ↔
      p = -(q * R / ‖a‖) ∧ V = q / ‖a‖ := by
  have hd : 0 < ‖a‖ := hR.trans ha
  have hq : q * R / ‖a‖ / R = q / ‖a‖ := by field_simp
  -- on the surface, source and image act as one charge at the source
  have form : ∀ x : E, ‖x‖ = R → q / ‖x - a‖ + p / ‖x - imagePoint R a‖ + (-p) / ‖x‖
      = (q + p * ‖a‖ / R) / ‖x - a‖ - p / R := by
    intro x hx
    have hs : ‖x - a‖ ≠ 0 :=
      norm_ne_zero_iff.2 (sub_ne_zero.2 (surface_free_of_charges hR ha hx).1)
    have h : p / (R / ‖a‖ * ‖x - a‖) = p * ‖a‖ / R / ‖x - a‖ := by field_simp
    rw [norm_sub_imagePoint (norm_pos_iff.1 hd) hx, hx, h]
    ring
  constructor
  · intro h
    have hRd : R / ‖a‖ * ‖a‖ = R := div_mul_cancel₀ _ hd.ne'
    have hlt : R / ‖a‖ < 1 := (div_lt_one hd).2 ha
    have hpos : 0 < R / ‖a‖ := div_pos hR hd
    -- the poles nearest to and farthest from the external charge
    have n0 : ‖(R / ‖a‖) • a‖ = R := by
      rw [norm_smul, Real.norm_eq_abs, abs_of_pos hpos, hRd]
    have n1 : ‖(R / ‖a‖) • a - a‖ = ‖a‖ - R := by
      have e : (R / ‖a‖) • a - a = (R / ‖a‖ - 1) • a := by module
      rw [e, norm_smul, Real.norm_eq_abs, abs_of_neg (by linarith)]
      linear_combination -hRd
    have n2 : ‖-((R / ‖a‖) • a) - a‖ = ‖a‖ + R := by
      have e : -((R / ‖a‖) • a) - a = (-(R / ‖a‖ + 1)) • a := by module
      rw [e, norm_smul, Real.norm_eq_abs, abs_neg, abs_of_pos (by linarith)]
      linear_combination hRd
    have m0 : ‖-((R / ‖a‖) • a)‖ = R := by rw [norm_neg, n0]
    have e1 := h _ n0
    have e2 := h _ m0
    rw [form _ n0, n1] at e1
    rw [form _ m0, n2] at e2
    have e3 : (q + p * ‖a‖ / R) / (‖a‖ - R) = (q + p * ‖a‖ / R) / (‖a‖ + R) := by
      linarith
    rw [div_eq_div_iff (by linarith) (by linarith)] at e3
    have e4 : (q + p * ‖a‖ / R) * R = 0 := by linear_combination e3 / 2
    have hk : q + p * ‖a‖ / R = 0 := (mul_eq_zero.1 e4).resolve_right hR.ne'
    have e5 : p * ‖a‖ / R * R = p * ‖a‖ := div_mul_cancel₀ _ hR.ne'
    have hp : p = -(q * R / ‖a‖) := by
      rw [← neg_div, eq_div_iff hd.ne']
      linear_combination e4 - e5
    refine ⟨hp, ?_⟩
    rw [hk, zero_div] at e1
    rw [← e1, hp, neg_div, hq]
    ring
  · rintro ⟨hp, hV⟩ x hx
    have hk : q + p * ‖a‖ / R = 0 := by
      have e : q * R / ‖a‖ * ‖a‖ / R = q := by field_simp
      rw [hp, neg_mul, neg_div, e]
      ring
    rw [form x hx, hk, zero_div, hp, neg_div, hq, hV]
    ring

/-- In a nonzero space `E`, with all external charges outside a metal sphere of radius `R > 0`, the
surface is at voltage `V` exactly when the net charge of the sphere is `R (V - ∑ q i / ‖a i‖)`. -/
theorem charge_at_voltage [Nontrivial E] {R : ℝ} (Q V : ℝ) (q : ι → ℝ) {a : ι → E}
    (hR : 0 < R) (ha : ∀ i, R < ‖a i‖) :
    (∀ x : E, ‖x‖ = R → totalPotential R Q q a x = V) ↔
      Q = R * (V - ∑ i, q i / ‖a i‖) := by
  constructor
  · intro h
    obtain ⟨v, hv⟩ := exists_ne (0 : E)
    have hv' : 0 < ‖v‖ := norm_pos_iff.2 hv
    have hx : ‖(R / ‖v‖) • v‖ = R := by
      rw [norm_smul, Real.norm_eq_abs, abs_of_pos (div_pos hR hv'),
        div_mul_cancel₀ _ hv'.ne']
    have e := h _ hx
    rw [(surface_potential Q q hR ha hx).2] at e
    rw [← e, add_sub_cancel_left, mul_comm, div_mul_cancel₀ _ hR.ne']
  · intro h x hx
    rw [(surface_potential Q q hR ha hx).2, h, mul_div_cancel_left₀ _ hR.ne']
    ring

/-- Far away, the distance from the centre times the potential of the sphere tends to its
net charge `Q`. -/
theorem monopole_limit (R Q : ℝ) (q : ι → ℝ) (a : ι → E) :
    Tendsto (fun x : E => ‖x‖ * particlePotential R Q q a x)
      (Bornology.cobounded E) (𝓝 Q) := by
  -- a shift of the origin does not matter at large distance
  have key : ∀ b : E, Tendsto (fun x : E => ‖x‖ / ‖x - b‖)
      (Bornology.cobounded E) (𝓝 1) := by
    intro b
    have h1 : Tendsto (fun x : E => ‖x - b‖) (Bornology.cobounded E) atTop :=
      tendsto_atTop_mono
        (fun x => by have := norm_sub_norm_le x b; linarith)
        (tendsto_atTop_add_const_right _ (-‖b‖) tendsto_norm_cobounded_atTop)
    have h2 : Tendsto (fun x : E => ‖b‖ / ‖x - b‖) (Bornology.cobounded E) (𝓝 0) :=
      h1.const_div_atTop _
    have lo : Tendsto (fun x : E => 1 - ‖b‖ / ‖x - b‖) (Bornology.cobounded E) (𝓝 1) := by
      simpa using h2.const_sub 1
    have hi : Tendsto (fun x : E => 1 + ‖b‖ / ‖x - b‖) (Bornology.cobounded E) (𝓝 1) := by
      simpa using h2.const_add 1
    refine tendsto_of_tendsto_of_tendsto_of_le_of_le' lo hi ?_ ?_
    · filter_upwards [h1.eventually_gt_atTop 0] with x hx
      rw [sub_le_iff_le_add, ← add_div, le_div_iff₀ hx, one_mul]
      exact norm_sub_le x b
    · filter_upwards [h1.eventually_gt_atTop 0] with x hx
      rw [← sub_le_iff_le_add, ← sub_div, div_le_iff₀ hx, one_mul]
      exact norm_sub_norm_le x b
  have hs := (tendsto_finsetSum Finset.univ fun i _ =>
    (key (imagePoint R (a i))).const_mul (imageCharge R (q i) (a i))).add
      ((key 0).const_mul (Q - ∑ i, imageCharge R (q i) (a i)))
  convert hs using 1
  · ext x
    simp only [particlePotential, mul_add, Finset.mul_sum, sub_zero]
    congr 1
    · exact Finset.sum_congr rfl fun i _ => by ring
    · ring
  · simp

end

end IsolatedMetalSphere
```

```lean
#print axioms IsolatedMetalSphere.surface_potential
-- 'IsolatedMetalSphere.surface_potential' depends on axioms: [propext, Classical.choice, Quot.sound]
#print axioms IsolatedMetalSphere.neutral_sphere_iff
-- 'IsolatedMetalSphere.neutral_sphere_iff' depends on axioms: [propext, Classical.choice, Quot.sound]
#print axioms IsolatedMetalSphere.charge_at_voltage
-- 'IsolatedMetalSphere.charge_at_voltage' depends on axioms: [propext, Classical.choice, Quot.sound]
#print axioms IsolatedMetalSphere.monopole_limit
-- 'IsolatedMetalSphere.monopole_limit' depends on axioms: [propext, Classical.choice, Quot.sound]
```

## The proof in Lean

`norm_sub_imagePoint` proves the distance relation for squares, with `linear_combination` doing the algebra, and then removes the squares by nonnegativity. `surface_free_of_charges` draws the consequence that no source or image lies on the surface.

In `surface_potential`, `h1` is the pairwise cancellation, `h2` sums the image charges, and `h3` evaluates the central term.

In `neutral_sphere_iff`, `form` is the expression with $K$. The steps `n1` and `n2` compute the pole distances, `e3` equates the two potentials, and `hk` concludes $K=0$.

`charge_at_voltage` rescales a nonzero vector to length $R$, evaluates the potential there and solves for $Q$. In `monopole_limit`, `key` is the squeeze between the two bounds; `hs` adds up the limits, using `key 0` for the central charge.
